# Storing DMRG pair operators on the smaller block: a count reduced by a factor approaching four

Place $K$ orbitals on a chain and cut it after the first $k$, with $k=1,\dots,K-1$. The left block then has $k$ orbitals and the right block $K-k$. In a quantum-chemical DMRG calculation, two-electron terms with two orbital indices on each side of the cut can be written as sums of products. One factor is a pair operator, such as $a_i^\dagger a_j^\dagger$ or $a_i^\dagger a_j$, with $i,j$ in one block. The other is a complementary operator on the opposite block, which carries the same label $(i,j)$ and has absorbed the integrals. The question is how much is saved by letting the smaller block carry the pair operators at each cut, compared with always using the left block.

A pair operator is labelled here by an ordered pair $(i,j)$ of orbitals of its block, with $i=j$ allowed, and each label counts once. Spin, operator type and permutational symmetry are ignored. The cost of a strategy is the number of labels summed over all cuts: $L(K)$ if the left block is always used, $S(K)$ if each cut uses the block with fewer labels.

## Cubic costs and their ratio

A block of $b$ orbitals has $b^2$ labels. Since squaring preserves order on non-negative numbers,

$$L(K)=\sum_{k=1}^{K-1}k^2,\qquad S(K)=\sum_{k=1}^{K-1}\min(k,K-k)^2 .$$

The claim is that $S(K)/L(K)\to 1/4$, with both costs cubic in $K$, and that $L(K)<4S(K)$ for every $K\ge 2$.

Let $Q(n)=\sum_{j=1}^n j^2$. Then $Q(n)=n(n+1)(2n+1)/6$, because this holds at $n=0$ and

$$\frac{n(n+1)(2n+1)}6+(n+1)^2=\frac{(n+1)(2n^2+7n+6)}6=\frac{(n+1)(n+2)(2n+3)}6 .$$

For $K\ge1$ this gives $L(K)=Q(K-1)=K(K-1)(2K-1)/6$.

For $S$, split the cuts at the middle of the chain. If $K=2m$ with $m\ge1$, cuts $1,\dots,m-1$ contribute $Q(m-1)$. Cuts $m,\dots,2m-1$ have right blocks of sizes $m,\dots,1$ and contribute $Q(m)$. Hence

$$S(K)=Q(m-1)+Q(m)=\frac{m(2m^2+1)}3=\frac{K(K^2+2)}{12}.$$

If $K=2m+1$, each half contributes $Q(m)$, so

$$S(K)=2Q(m)=\frac{m(m+1)(2m+1)}3=\frac{K(K^2-1)}{12}.$$

Dividing by $K^3$,

$$\frac{L(K)}{K^3}=\frac{(1-1/K)(2-1/K)}6\to\frac13,\qquad
\frac{1-1/K^2}{12}\le\frac{S(K)}{K^3}\le\frac{1+2/K^2}{12}.$$

Both bounds tend to $1/12$, so $S(K)/K^3\to1/12$ and the ratio tends to $(1/12)/(1/3)=1/4$.

At finite size, the lower bound on $S$ gives

$$4S(K)-L(K)\ge\frac{K(K^2-1)}3-\frac{K(K-1)(2K-1)}6=\frac{K(K-1)}2,$$

which is positive for $K\ge2$.

## Blocks, labels and costs in Lean

Orbitals are natural numbers starting at $0$.

```lean
import Mathlib

open Filter Topology

namespace DMRGPairStorage

/-- The orbitals to the left of the cut after the first `k` orbitals. -/
def leftBlock (k : ℕ) : Finset ℕ := Finset.range k

/-- The orbitals to the right of the cut after the first `k` of `K` orbitals. -/
def rightBlock (K k : ℕ) : Finset ℕ := Finset.Ico k K
```

`Finset.range k` is $\{0,\dots,k-1\}$, and `Finset.Ico k K` is $\{k,\dots,K-1\}$, since the upper end is excluded.

```lean
/-- The labels of the pair operators of a block: ordered pairs of its orbitals. -/
def pairLabels (B : Finset ℕ) : Finset (ℕ × ℕ) := B ×ˢ B
```

The product `B ×ˢ B` contains all ordered pairs, including the diagonal ones. These are labels only: no operator algebra or Hamiltonian enters.

```lean
/-- Number of pair operators, summed over all cuts, when they are always stored
on the left block. -/
def leftCost (K : ℕ) : ℕ :=
  ∑ k ∈ Finset.Ico 1 K, (pairLabels (leftBlock k)).card

/-- Number of pair operators, summed over all cuts, when at each cut they are stored
on the block that has fewer of them. -/
def smallerCost (K : ℕ) : ℕ :=
  ∑ k ∈ Finset.Ico 1 K,
    min (pairLabels (leftBlock k)).card (pairLabels (rightBlock K k)).card
```

These are $L(K)$ and $S(K)$. The index set `Finset.Ico 1 K` consists of the cuts $1,\dots,K-1$, and the minimum compares the two label counts, as the physical strategy does.

```lean
/-- Counting the pair labels turns the two storage costs into the sums of `k ^ 2` and of
`min k (K - k) ^ 2` over all cuts. -/
theorem costs_eq_sums (K : ℕ) :
    leftCost K = ∑ k ∈ Finset.Ico 1 K, k ^ 2 ∧
    smallerCost K = ∑ k ∈ Finset.Ico 1 K, (min k (K - k)) ^ 2 := by
  constructor
  · refine Finset.sum_congr rfl fun k _ => ?_
    simp only [pairLabels, leftBlock, Finset.card_product, Finset.card_range, sq]
  · refine Finset.sum_congr rfl fun k _ => ?_
    simp only [pairLabels, leftBlock, rightBlock, Finset.card_product,
      Finset.card_range, Nat.card_Ico]
    rcases le_total k (K - k) with h | h
    · rw [min_eq_left h, min_eq_left (Nat.mul_le_mul h h), sq]
    · rw [min_eq_right h, min_eq_right (Nat.mul_le_mul h h), sq]
```

The two sums are thus derived from the blocks. The cardinality lemmas give the products $k\cdot k$ and $(K-k)(K-k)$, and a case distinction on which block is smaller moves the minimum inside the square.

## Exact sums

```lean
/-- The sum of the squared distances from a point `c` to `n` consecutive cuts,
starting at cut `a`. -/
theorem sum_sq_Ico (c : ℝ) (a n : ℕ) :
    ∑ k ∈ Finset.Ico a (a + n), (c - (k : ℝ)) ^ 2 =
      n * (c - a) ^ 2 - (c - a) * n * (n - 1) + n * (n - 1) * (2 * n - 1) / 6 := by
  induction n with
  | zero => simp
  | succ n ih =>
    rw [← add_assoc, Finset.sum_Ico_succ_top (Nat.le_add_right a n), ih]
    push_cast
    ring
```

This sums $(c-k)^2$ over the $n$ cuts $a,\dots,a+n-1$. The choice $c=0$ gives squared left-block sizes, and $c=K$ gives squared right-block sizes. Induction on $n$ adds the last cut, and `ring` checks the polynomial identity.

```lean
/-- Storage on the left block costs exactly `K (K - 1) (2 K - 1) / 6` pair operators. -/
theorem leftCost_closed (K : ℕ) :
    (leftCost K : ℝ) = K * (K - 1) * (2 * K - 1) / 6 := by
  rcases K with _ | n
  · simp [leftCost]
  · have h := sum_sq_Ico 0 1 n
    rw [add_comm 1 n] at h
    rw [(costs_eq_sums _).1, Nat.cast_sum]
    calc ∑ k ∈ Finset.Ico 1 (n + 1), ((k ^ 2 : ℕ) : ℝ)
        = ∑ k ∈ Finset.Ico 1 (n + 1), (0 - (k : ℝ)) ^ 2 := by
          refine Finset.sum_congr rfl fun k _ => ?_
          rw [Nat.cast_pow]
          ring
      _ = _ := by
          rw [h]
          push_cast
          ring
```

The case $K=0$ is an empty sum. Otherwise $K=n+1$, and the previous lemma applies with $c=0$, $a=1$.

```lean
/-- If the chain is split near its middle, with `n` cuts before the split and `r` cuts
from it on, where `r` is `n` or `n + 1`, the smaller-block cost is the sum of the
first `n` squares plus the sum of the first `r` squares. -/
theorem smallerCost_split {K n r : ℕ} (hK : K = 1 + n + r) (h₁ : n ≤ r)
    (h₂ : r ≤ n + 1) :
    (smallerCost K : ℝ) =
      n * (n + 1) * (2 * n + 1) / 6 + r * (r + 1) * (2 * r + 1) / 6 := by
  -- before the split the left block is smaller, from it on the right block is no larger
  have hs : (smallerCost K : ℝ) =
      ∑ k ∈ Finset.Ico 1 (1 + n), (0 - (k : ℝ)) ^ 2 +
      ∑ k ∈ Finset.Ico (1 + n) K, ((K : ℝ) - (k : ℝ)) ^ 2 := by
    rw [(costs_eq_sums K).2, ← Finset.sum_Ico_consecutive _
      (show 1 ≤ 1 + n by omega) (show 1 + n ≤ K by omega),
      Nat.cast_add, Nat.cast_sum, Nat.cast_sum]
    congr 1
    · refine Finset.sum_congr rfl fun k hk => ?_
      rw [Finset.mem_Ico] at hk
      rw [min_eq_left (show k ≤ K - k by omega), Nat.cast_pow]
      ring
    · refine Finset.sum_congr rfl fun k hk => ?_
      rw [Finset.mem_Ico] at hk
      rw [min_eq_right (show K - k ≤ k by omega), Nat.cast_pow,
        Nat.cast_sub (show k ≤ K by omega)]
  subst hK
  rw [hs, sum_sq_Ico, sum_sq_Ico]
  push_cast
  ring
```

Here $n$ cuts precede the split and $r$ cuts follow from it on, so $K=1+n+r$. The conditions $n\le r\le n+1$ put the split at the middle, and `omega` uses them to decide which block is smaller. The result is $Q(n)+Q(r)$.

```lean
/-- Storage on the smaller block costs exactly `K (K ^ 2 + 2) / 12` pair operators for
an even number of orbitals and `K (K ^ 2 - 1) / 12` for an odd number. -/
theorem smallerCost_closed (K : ℕ) :
    (Even K → (smallerCost K : ℝ) = K * ((K : ℝ) ^ 2 + 2) / 12) ∧
    (Odd K → (smallerCost K : ℝ) = K * ((K : ℝ) ^ 2 - 1) / 12) := by
  constructor
  · rintro ⟨m, rfl⟩
    rcases m with _ | n
    · simp [smallerCost]
    · rw [smallerCost_split (n := n) (r := n + 1) (by omega) (by omega) (by omega)]
      push_cast
      ring
  · rintro ⟨m, rfl⟩
    rw [smallerCost_split (n := m) (r := m) (by omega) (by omega) (by omega)]
    push_cast
    ring
```

For even $K=2m$ with $m\ge1$ the split has $n=m-1$ and $r=m$; for odd $K=2m+1$ it has $n=r=m$.

```lean
/-- For any number of orbitals the smaller-block cost lies between
`K (K ^ 2 - 1) / 12` and `K (K ^ 2 + 2) / 12`. -/
theorem smallerCost_bounds (K : ℕ) :
    (K : ℝ) * ((K : ℝ) ^ 2 - 1) / 12 ≤ smallerCost K ∧
    (smallerCost K : ℝ) ≤ K * ((K : ℝ) ^ 2 + 2) / 12 := by
  have h0 : (0 : ℝ) ≤ K := Nat.cast_nonneg K
  rcases Nat.even_or_odd K with h | h
  · rw [(smallerCost_closed K).1 h]
    constructor <;> nlinarith
  · rw [(smallerCost_closed K).2 h]
    constructor <;> nlinarith
```

Each parity attains one of the two bounds, and the other follows from $K\ge0$.

## Limits and the finite-size inequality

```lean
/-- Both storage costs are cubic in the number of orbitals: divided by `K ^ 3`, the
left-block cost tends to `1 / 3` and the smaller-block cost to `1 / 12`. -/
theorem costs_cubic :
    Tendsto (fun K : ℕ => (leftCost K : ℝ) / (K : ℝ) ^ 3) atTop (𝓝 (1 / 3)) ∧
    Tendsto (fun K : ℕ => (smallerCost K : ℝ) / (K : ℝ) ^ 3) atTop (𝓝 (1 / 12)) := by
  have hinv : Tendsto (fun K : ℕ => (K : ℝ)⁻¹) atTop (𝓝 0) :=
    tendsto_inv_atTop_zero.comp tendsto_natCast_atTop_atTop
  -- a continuous function of 1 / K tends to its value at zero
  have lim : ∀ (f : ℝ → ℝ) (y : ℝ), Continuous f → f 0 = y →
      Tendsto (fun K : ℕ => f (K : ℝ)⁻¹) atTop (𝓝 y) := by
    intro f y hf hy
    rw [← hy]
    exact (hf.tendsto 0).comp hinv
  constructor
  · refine Tendsto.congr' ?_
      (lim (fun x => (1 - x) * (2 - x) / 6) (1 / 3) (by fun_prop) (by norm_num))
    filter_upwards [eventually_gt_atTop 0] with K hK
    have hp : (0 : ℝ) < K := Nat.cast_pos.mpr hK
    have hi : (K : ℝ) * (K : ℝ)⁻¹ = 1 := mul_inv_cancel₀ hp.ne'
    rw [leftCost_closed, eq_div_iff (pow_ne_zero 3 hp.ne')]
    generalize (K : ℝ)⁻¹ = u at hi ⊢
    linear_combination ((K : ℝ) / 6 * (K * u + 1 - 3 * K)) * hi
  · -- squeeze between the two closed forms
    refine tendsto_of_tendsto_of_tendsto_of_le_of_le'
      (lim (fun x => (1 - x ^ 2) / 12) (1 / 12) (by fun_prop) (by norm_num))
      (lim (fun x => (1 + 2 * x ^ 2) / 12) (1 / 12) (by fun_prop) (by norm_num)) ?_ ?_
    all_goals
      filter_upwards [eventually_gt_atTop 0] with K hK
      have hp : (0 : ℝ) < K := Nat.cast_pos.mpr hK
      have hi : (K : ℝ) * (K : ℝ)⁻¹ = 1 := mul_inv_cancel₀ hp.ne'
      obtain ⟨hl, hu⟩ := smallerCost_bounds K
      generalize (K : ℝ)⁻¹ = u at hi ⊢
      have e : u ^ 2 * (K : ℝ) ^ 3 = K := by
        linear_combination ((K : ℝ) * (K * u + 1)) * hi
    · rw [le_div_iff₀ (pow_pos hp 3)]
      linarith
    · rw [div_le_iff₀ (pow_pos hp 3)]
      linarith
```

`Tendsto … atTop` is the limit $K\to\infty$. The helper `lim` says that a continuous function of $1/K$ tends to its value at zero. Divided by $K^3$, the left-block cost equals such a function for $K>0$, while the smaller-block cost, also divided by $K^3$, is squeezed between two of them. In the algebra, `u` stands for $1/K$ and `hi` is the relation $Ku=1$.

```lean
/-- As the number of orbitals grows, the ratio of the smaller-block storage cost to the
left-block storage cost tends to `1 / 4`. -/
theorem cost_ratio_tendsto :
    Tendsto (fun K : ℕ => (smallerCost K : ℝ) / (leftCost K : ℝ)) atTop (𝓝 (1 / 4)) := by
  have h := costs_cubic.2.div costs_cubic.1 (by norm_num)
  rw [show (1 / 12 : ℝ) / (1 / 3) = 1 / 4 by norm_num] at h
  refine Tendsto.congr' ?_ h
  -- the common factor K ^ 3 cancels
  filter_upwards [eventually_gt_atTop 0] with K hK
  have hp : (K : ℝ) ^ 3 ≠ 0 := pow_ne_zero 3 (Nat.cast_pos.mpr hK).ne'
  exact div_div_div_cancel_right₀ hp _ _
```

The two cubic limits are divided, which is allowed because $1/3\ne0$, and the common factor $K^3$ cancels for $K>0$.

```lean
/-- For two or more orbitals the left-block cost is strictly less than four times the
smaller-block cost. -/
theorem saving_lt_four {K : ℕ} (hK : 2 ≤ K) : leftCost K < 4 * smallerCost K := by
  have h2 : (2 : ℝ) ≤ K := by exact_mod_cast hK
  have hl := (smallerCost_bounds K).1
  have h : (leftCost K : ℝ) < 4 * (smallerCost K : ℝ) := by
    rw [leftCost_closed]
    nlinarith
  exact_mod_cast h

end DMRGPairStorage
```

The lower bound on $S$ and the closed form of $L$ reduce the statement to the polynomial inequality derived above, which `nlinarith` proves. The hypothesis `2 ≤ K` can't be relaxed to `1 ≤ K`: a single orbital has no cuts, both costs vanish, and the claim would read $0<0$.

```lean
#print axioms DMRGPairStorage.smallerCost_closed
#print axioms DMRGPairStorage.cost_ratio_tendsto
#print axioms DMRGPairStorage.saving_lt_four
```

```
'DMRGPairStorage.smallerCost_closed' depends on axioms: [propext, Classical.choice, Quot.sound]
'DMRGPairStorage.cost_ratio_tendsto' depends on axioms: [propext, Classical.choice, Quot.sound]
'DMRGPairStorage.saving_lt_four' depends on axioms: [propext, Classical.choice, Quot.sound]
```

## From label counts to memory

For DMRG with a general two-electron Hamiltonian, the smaller-block choice improves the prefactor and leaves the cubic growth in place, as far as the number of pair labels summed over all cuts is concerned. This number is proportional to the memory taken by the pair operators if those of all cuts are kept at the same time and every label accounts for the same amount of space. In practice the dimensions of the matrices that represent the operators can vary along the chain and symmetry can make these matrices sparse, so a ratio of bytes may differ from the ratio of counts.
